# In threefold symmetry, real-orbital e² determinants at spin projection zero have energies midway between adjacent multiplet levels

Place two electrons of opposite spin in two degenerate real orbitals, and let the Hamiltonian be invariant under a threefold rotation of the orbitals. In the four-determinant model below, the energy of each determinant is the average of two neighbouring multiplet energies. If the exchange coupling is nonzero, no determinant energy is itself a multiplet energy.

Call the orbitals \(x\) and \(y\), and order the determinants as \(x{\uparrow}x{\downarrow},\ y{\uparrow}y{\downarrow}\) (first block) and \(x{\uparrow}y{\downarrow},\ y{\uparrow}x{\downarrow}\) (second block). The Hamiltonian is

\[
H=\begin{pmatrix}U+K\sigma&0\\0&J+K\sigma\end{pmatrix},\qquad
\sigma=\begin{pmatrix}0&1\\1&0\end{pmatrix},
\]

where numbers stand for multiples of the \(2\times2\) identity. The energies \(U\) (same orbital) and \(J\) (different orbitals) include the one-electron terms. \(K\) is the exchange integral between \(x\) and \(y\), which for real orbitals gives the coupling in both blocks. The equal diagonal energies within each block and the zero coupling between blocks are assumed; in a trigonal defect with a mirror plane, symmetry supplies them. Other configurations, orbital relaxation and spin-orbit coupling are left out.

```lean
import Mathlib

open Matrix Polynomial

namespace ESquaredMultiplets

noncomputable section
```

In Lean the index type is `Fin 2 ⊕ Fin 2`: `Sum.inl 0` and `Sum.inl 1` are the first block in the order above, `Sum.inr 0` and `Sum.inr 1` the second. The parameters are arbitrary real numbers, with no sign imposed on \(K\).

```lean
/-- The Hamiltonian of two electrons of opposite spin in two real orbitals x and y, in the
determinants x↑x↓, y↑y↓ (first block) and x↑y↓, y↑x↓ (second block). The determinant energies
are `U` and `J`, and `K` couples the two determinants of each block. -/
def pairHamiltonian (U J K : ℝ) : Matrix (Fin 2 ⊕ Fin 2) (Fin 2 ⊕ Fin 2) ℝ :=
  fromBlocks !![U, K; K, U] 0 0 !![J, K; K, J]
```

Now rotate both orbitals, \(x\mapsto cx+sy\) and \(y\mapsto -sx+cy\), with \(c=\cos\theta\) and \(s=\sin\theta\). Expanding the products, for instance

\[
x{\uparrow}x{\downarrow}\mapsto c^2\,x{\uparrow}x{\downarrow}+s^2\,y{\uparrow}y{\downarrow}+sc\,(x{\uparrow}y{\downarrow}+y{\uparrow}x{\downarrow}),
\]

gives the columns of a matrix \(R(\theta)\) with blocks

\[
R=\begin{pmatrix}c^2+s^2\sigma&B\\C&c^2-s^2\sigma\end{pmatrix},\quad
B=sc\begin{pmatrix}-1&-1\\1&1\end{pmatrix},\quad
C=sc\begin{pmatrix}1&-1\\1&-1\end{pmatrix}.
\]

The file takes this matrix as a definition.

```lean
/-- The action on the four determinants of the orbital rotation
x ↦ cos θ x + sin θ y, y ↦ -sin θ x + cos θ y, applied to both electrons. -/
def pairRotation (θ : ℝ) : Matrix (Fin 2 ⊕ Fin 2) (Fin 2 ⊕ Fin 2) ℝ :=
  fromBlocks
    !![Real.cos θ ^ 2, Real.sin θ ^ 2; Real.sin θ ^ 2, Real.cos θ ^ 2]
    !![-(Real.sin θ * Real.cos θ), -(Real.sin θ * Real.cos θ);
       Real.sin θ * Real.cos θ, Real.sin θ * Real.cos θ]
    !![Real.sin θ * Real.cos θ, -(Real.sin θ * Real.cos θ);
       Real.sin θ * Real.cos θ, -(Real.sin θ * Real.cos θ)]
    !![Real.cos θ ^ 2, -Real.sin θ ^ 2; -Real.sin θ ^ 2, Real.cos θ ^ 2]
```

## (a) What rotational invariance demands of the energies

Let \(\sin2\theta\neq0\). Show that

\[
HR(\theta)=R(\theta)H\iff U=J+2K .
\]

**Solution.** The diagonal blocks of \(R\) are combinations of \(1\) and \(\sigma\), so they commute with those of \(H\). For the other two, \(\sigma B=-B\), \(B\sigma=B\), \(\sigma C=C\) and \(C\sigma=-C\). The off-diagonal blocks of \(HR-RH\) are therefore

\[
(U+K\sigma)B-B(J+K\sigma)=(U-J-2K)B,
\]
\[
(J+K\sigma)C-C(U+K\sigma)=-(U-J-2K)C .
\]

Since \(sc=\tfrac12\sin2\theta\neq0\), neither \(B\) nor \(C\) vanishes, and the commutator is zero exactly when \(U=J+2K\).

Writing \(a\) for \(J\), the symmetric Hamiltonian has only two parameters, \(a\) and \(K\):

```lean
/-- The Hamiltonian of the e² configuration at spin projection zero, with determinant energies
`a + 2K` (both electrons in one orbital) and `a` (one electron in each orbital). -/
def e2Hamiltonian (a K : ℝ) : Matrix (Fin 2 ⊕ Fin 2) (Fin 2 ⊕ Fin 2) ℝ :=
  pairHamiltonian (a + 2 * K) a K
```

For the forward direction, the proof computes the commutator element between \(x{\uparrow}x{\downarrow}\) and \(x{\uparrow}y{\downarrow}\), which is \(-sc(U-J-2K)\), and cancels \(\sin2\theta\) using `hθ`. For the converse it substitutes \(U=J+2K\) and checks all sixteen entries.

```lean
/-- For a rotation angle with sin 2θ ≠ 0, the pair Hamiltonian commutes with the rotation of
both electrons exactly when `U = J + 2K`. -/
theorem rotation_invariant_iff (U J K θ : ℝ) (hθ : Real.sin (2 * θ) ≠ 0) :
    pairHamiltonian U J K * pairRotation θ = pairRotation θ * pairHamiltonian U J K ↔
      U = J + 2 * K := by
  constructor
  · intro h
    -- the commutator element between x↑x↓ and x↑y↓ carries the condition
    have entry : (pairHamiltonian U J K * pairRotation θ) (Sum.inl 0) (Sum.inr 0)
        - (pairRotation θ * pairHamiltonian U J K) (Sum.inl 0) (Sum.inr 0)
        = -(Real.sin θ * Real.cos θ * (U - J - 2 * K)) := by
      simp [pairHamiltonian, pairRotation, Matrix.mul_apply, Fin.sum_univ_two]
      ring
    rw [h, sub_self] at entry
    have hz : Real.sin (2 * θ) * (U - J - 2 * K) = 0 := by
      rw [Real.sin_two_mul]
      linear_combination 2 * entry
    have hu := (mul_eq_zero.mp hz).resolve_left hθ
    linarith
  · intro h
    subst h
    ext (i | i) (j | j) <;> fin_cases i <;> fin_cases j <;>
      simp [pairHamiltonian, pairRotation, Matrix.mul_apply, Fin.sum_univ_two] <;> ring
```

## (b) The threefold axis

Show that invariance under a rotation of the orbitals by \(120^\circ\) is equivalent to the condition found in (a):

\[
HR(2\pi/3)=R(2\pi/3)H\iff U=J+2K .
\]

**Solution.** Here \(2\theta=4\pi/3=\pi/3+\pi\), so \(\sin2\theta=-\sin(\pi/3)=-\sqrt3/2\neq0\), and (a) applies. The proof takes the same route, using the positivity of \(\sqrt3\) to exclude zero.

```lean
/-- The pair Hamiltonian is invariant under a rotation of the orbitals by 120° exactly when
`U = J + 2K`. -/
theorem threefold_invariant_iff (U J K : ℝ) :
    pairHamiltonian U J K * pairRotation (2 * Real.pi / 3)
        = pairRotation (2 * Real.pi / 3) * pairHamiltonian U J K ↔
      U = J + 2 * K := by
  apply rotation_invariant_iff
  have h : 2 * (2 * Real.pi / 3) = Real.pi / 3 + Real.pi := by ring
  rw [h, Real.sin_add_pi, Real.sin_pi_div_three]
  have h3 : 0 < Real.sqrt 3 := Real.sqrt_pos.2 (by norm_num)
  intro h0
  linarith
```

## (c) Two equal energies with a coupling

Two determinants of equal energy \(p\) are coupled by \(q\). Show that the characteristic polynomial of their matrix is

\[
\det\begin{pmatrix}X-p&-q\\-q&X-p\end{pmatrix}=(X-(p-q))(X-(p+q)).
\]

**Solution.** The determinant is \((X-p)^2-q^2\), a difference of squares, which factors as \((X-p+q)(X-p-q)\). Lean starts from the equivalent form \(X^2-(\text{trace})X+\det\). The `C` in the statement turns a real number into a constant polynomial.

```lean
/-- Two determinants of equal energy `p` coupled by `q` have the characteristic polynomial
with roots `p - q` and `p + q`. -/
theorem block_charpoly (p q : ℝ) :
    (!![p, q; q, p] : Matrix (Fin 2) (Fin 2) ℝ).charpoly
      = (X - C (p - q)) * (X - C (p + q)) := by
  rw [Matrix.charpoly_fin_two]
  simp only [Matrix.trace_fin_two_of, Matrix.det_fin_two_of, C_add, C_sub, C_mul]
  ring
```

## (d) The multiplet energies and their multiplicities

Show that the symmetric Hamiltonian has characteristic polynomial

\[
(X-(a-K))\,(X-(a+K))^2\,(X-(a+3K)).
\]

**Solution.** The characteristic polynomial of a block-diagonal matrix is the product of those of its blocks. In the first block \(p=a+2K\) and \(q=K\), so (c) gives the roots \(a+K\) and \(a+3K\). In the second, \(p=a\) and \(q=K\) give \(a-K\) and \(a+K\). Multiplying the factors gives the stated product, in which \(a+K\) is a double root if \(K\neq0\); at \(K=0\) all four roots coincide. The proof splits the blocks with `Matrix.charpoly_fromBlocks_zero₁₂` and applies `block_charpoly` twice.

```lean
/-- The characteristic polynomial of the e² Hamiltonian is the product of `X - (a - K)`, the square
of `X - (a + K)`, and `X - (a + 3K)`. -/
theorem e2_charpoly (a K : ℝ) :
    (e2Hamiltonian a K).charpoly
      = (X - C (a - K)) * (X - C (a + K)) ^ 2 * (X - C (a + 3 * K)) := by
  -- the two blocks contribute independent factors
  rw [e2Hamiltonian, pairHamiltonian, Matrix.charpoly_fromBlocks_zero₁₂,
    block_charpoly, block_charpoly]
  have h1 : a + 2 * K - K = a + K := by ring
  have h2 : a + 2 * K + K = a + 3 * K := by ring
  rw [h1, h2]
  ring
```

The same argument covers a quarter turn, which (a) excludes. There \(sc=0\), the commutator vanishes for all \(U,J,K\), and the four levels are \(U\pm K\) and \(J\pm K\). Each determinant energy is still the mean of the two levels of its own block, but \(U-K\) and \(J+K\) need no longer coincide.

## (e) The states behind the levels

Show that the following normalised states are eigenstates with the energies listed:

\[
\begin{aligned}
(x{\uparrow}y{\downarrow}-y{\uparrow}x{\downarrow})/\sqrt2 &: \quad a-K,\\
(x{\uparrow}y{\downarrow}+y{\uparrow}x{\downarrow})/\sqrt2 &: \quad a+K,\\
(x{\uparrow}x{\downarrow}-y{\uparrow}y{\downarrow})/\sqrt2 &: \quad a+K,\\
(x{\uparrow}x{\downarrow}+y{\uparrow}y{\downarrow})/\sqrt2 &: \quad a+3K.
\end{aligned}
\]

**Solution.** The swap \(\sigma\) multiplies \((1,1)\) by \(+1\) and \((1,-1)\) by \(-1\). In the second block the energies are therefore \(a\pm K\), with the lower sign for the difference. In the first block they are \((a+2K)\pm K\), that is, \(a+3K\) for the sum and \(a+K\) for the difference.

The first state is antisymmetric in the orbitals and is the zero-projection component of the spin triplet. The other three are singlets, two of them degenerate.

Lean uses the vectors without the factor \(1/\sqrt2\), which cancels from the eigenvalue equation. `Sum.elim` joins the components of the two blocks, `*ᵥ` applies the matrix, and the proof compares the components one by one.

```lean
/-- Explicit multiplet states: x↑y↓ - y↑x↓ has energy `a - K`, both x↑y↓ + y↑x↓ and
x↑x↓ - y↑y↓ have energy `a + K`, and x↑x↓ + y↑y↓ has energy `a + 3K`. -/
theorem multiplet_states (a K : ℝ) :
    e2Hamiltonian a K *ᵥ Sum.elim ![0, 0] ![1, -1]
        = (a - K) • Sum.elim ![0, 0] ![1, -1] ∧
    e2Hamiltonian a K *ᵥ Sum.elim ![0, 0] ![1, 1]
        = (a + K) • Sum.elim ![0, 0] ![1, 1] ∧
    e2Hamiltonian a K *ᵥ Sum.elim ![1, -1] ![0, 0]
        = (a + K) • Sum.elim ![1, -1] ![0, 0] ∧
    e2Hamiltonian a K *ᵥ Sum.elim ![1, 1] ![0, 0]
        = (a + 3 * K) • Sum.elim ![1, 1] ![0, 0] := by
  refine ⟨?_, ?_, ?_, ?_⟩ <;> ext (i | i) <;> fin_cases i <;>
    simp [e2Hamiltonian, pairHamiltonian, Matrix.mulVec, dotProduct, Fin.sum_univ_two] <;>
    ring
```

## (f) Determinant energies as averages

Show that the determinant energies satisfy

\[
E(x{\uparrow}x{\downarrow})=E(y{\uparrow}y{\downarrow})=\frac{(a+K)+(a+3K)}2,
\]
\[
E(x{\uparrow}y{\downarrow})=E(y{\uparrow}x{\downarrow})=\frac{(a-K)+(a+K)}2 .
\]

**Solution.** The diagonal elements are \(a+2K\) and \(a\), which equal the two right-hand sides. The states in (e) show the physical content: each determinant is an equal-weight superposition of the two eigenstates of its block, so its energy expectation value is their mean.

For defect calculations this means that, within this fixed-orbital, single-configuration model, the open-shell determinant \(x{\uparrow}y{\downarrow}\) lies only half-way from the triplet to the degenerate singlets. Their energy is \(2E(x{\uparrow}y{\downarrow})-E_{\text{triplet}}\).

The Lean statement treats both members of a block at once through the index `i`; the proof reads off the diagonal entries and simplifies.

```lean
/-- The energy of x↑x↓ or y↑y↓ is the mean of `a + K` and `a + 3K`, and the energy of x↑y↓ or
y↑x↓ is the mean of `a - K` and `a + K`. -/
theorem determinant_energy_average (a K : ℝ) (i : Fin 2) :
    e2Hamiltonian a K (Sum.inl i) (Sum.inl i) = ((a + K) + (a + 3 * K)) / 2 ∧
    e2Hamiltonian a K (Sum.inr i) (Sum.inr i) = ((a - K) + (a + K)) / 2 := by
  have h1 : e2Hamiltonian a K (Sum.inl i) (Sum.inl i) = a + 2 * K := by
    fin_cases i <;> simp [e2Hamiltonian, pairHamiltonian]
  have h2 : e2Hamiltonian a K (Sum.inr i) (Sum.inr i) = a := by
    fin_cases i <;> simp [e2Hamiltonian, pairHamiltonian]
  rw [h1, h2]
  constructor <;> ring
```

## (g) No determinant energy is a level

Let \(K\neq0\), and let \(P\) be the characteristic polynomial from (d). Show that at every determinant energy \(E\)

\[
P(E)=-3K^4\neq0 .
\]

**Solution.** Insert the two possible values into the factors:

\[
P(a)=(K)(-K)^2(-3K)=-3K^4,
\]
\[
P(a+2K)=(3K)(K)^2(-K)=-3K^4 .
\]

Neither is zero when \(K\neq0\). At \(K=0\) all levels and all determinant energies merge at \(a\), so the hypothesis is needed.

The theorem says that no diagonal entry is a root (`IsRoot`) of the characteristic polynomial. Its proof obtains the value \(-3K^4\) as `hval`, treating the two blocks separately, and then uses `hK` to rule out zero.

```lean
/-- If `K ≠ 0`, the energy of a single determinant is never a root of the characteristic
polynomial of the e² Hamiltonian. -/
theorem determinant_energy_not_root (a K : ℝ) (hK : K ≠ 0) (i : Fin 2 ⊕ Fin 2) :
    ¬ (e2Hamiltonian a K).charpoly.IsRoot (e2Hamiltonian a K i i) := by
  -- at either determinant energy the polynomial takes the value -3K⁴
  have hval : (e2Hamiltonian a K).charpoly.eval (e2Hamiltonian a K i i) = -3 * K ^ 4 := by
    rw [e2_charpoly]
    simp only [eval_mul, eval_pow, eval_sub, eval_X, eval_C]
    rcases i with i | i
    · rw [(determinant_energy_average a K i).1]
      ring
    · rw [(determinant_energy_average a K i).2]
      ring
  intro h
  have h0 : -3 * K ^ 4 = 0 := hval.symm.trans h
  exact mul_ne_zero (by norm_num) (pow_ne_zero 4 hK) h0

end

end ESquaredMultiplets
```

```lean
#print axioms ESquaredMultiplets.threefold_invariant_iff
-- 'ESquaredMultiplets.threefold_invariant_iff' depends on axioms: [propext, Classical.choice, Quot.sound]
#print axioms ESquaredMultiplets.multiplet_states
-- 'ESquaredMultiplets.multiplet_states' depends on axioms: [propext, Classical.choice, Quot.sound]
#print axioms ESquaredMultiplets.determinant_energy_not_root
-- 'ESquaredMultiplets.determinant_energy_not_root' depends on axioms: [propext, Classical.choice, Quot.sound]
```
